# For translation-invariant matrices, the ring doubles equation and Tr(BT) split exactly over k

Suppose a periodic ring-doubles code puts a factor \(1/\sqrt N\) into the Fourier transform of its matrices \(A\) and \(B\), where \(N\) is the number of cells, although its energy formula expects the plain sum over cells. The amplitude equation \(B+AT+TA+TBT=0\) is linear in \(A\) and \(B\) together, so the factor cancels. The solver can still converge to the right amplitudes \(T\), with every residual vanishing, but the trace that gives the energy is too small by a factor \(\sqrt N\). If the factor reaches the integrals but not the orbital-energy differences inside \(A\), the amplitudes are in general wrong as well. An exact supercell identity with its normalisation fixed exposes both faults.

## The supercell equation and its k blocks

The matrix \(A\) holds the orbital-energy (Fock) terms and the integrals that couple one particle-hole pair to another; \(B\) holds the integrals that create two pairs at once. Label a particle-hole pair by a cell \(R\in\mathbb Z_N\) and an index \(i\) from a finite set of \(m\) labels. A supercell matrix \(M\) is block-circulant if \(M_{(S+R)i,(S'+R)j}=M_{Si,S'j}\) for all cells and labels. Its Fourier block at \(k\in\mathbb Z_N\) is

\[
(M_k)_{ij}=\sum_R e^{-2\pi i Rk/N}M_{Ri,0j},
\]

where the \(i\) in the exponent is the imaginary unit. For block-circulant \(A,B,T\),

\[
B+AT+TA+TBT=0\iff B_k+A_kT_k+T_kA_k+T_kB_kT_k=0\ \text{ for all }k,
\]

\[
\operatorname{Tr}(BT)=\sum_k\operatorname{Tr}(B_kT_k).
\]

## Solving one momentum transfer at a time

In a ring coupled-cluster or random-phase calculation on a finite periodic ring of cells, with translation-invariant amplitudes, this lets a code replace one supercell problem by \(N\) independent ones. It builds \(A_k\) and \(B_k\), iterates \(T_k\) to convergence, adds \(\operatorname{Tr}(B_kT_k)\) to a running sum, and finally divides by \(N\) for the trace per cell. The correlation energy follows with the prefactor of the method, \(\tfrac12\) in direct RPA. A dense matrix product then costs of order \(Nm^3\) instead of \(N^3m^3\).

Here \(k\) is the momentum transfer of the pair, not the crystal momentum of an orbital. If electron and hole may sit in different cells, their relative displacement belongs to the label \(i\), and \(m\) grows with \(N\).

With the same integrals and the same solution branch, a supercell run and a k-space run at equal \(N\) must agree to within convergence thresholds. A larger discrepancy is not a finite-size error.

## Shifting the summed cell

**Products keep the symmetry.** For block-circulant \(M\) and \(K\), replace the summed cell \(x\) by \(x+R\):

\[
(MK)_{(S+R)i,(S'+R)j}=\sum_{x,l}M_{(S+R)i,(x+R)l}K_{(x+R)l,(S'+R)j}=(MK)_{Si,S'j}.
\]

**Products become block products.** Replacing \(R\) by \(R+S\) moves the column cell to the origin at the cost of a phase:

\[
\sum_R e^{-2\pi iRk/N}M_{Ri,Sl}=e^{-2\pi iSk/N}(M_k)_{il}.
\]

Therefore

\[
((MK)_k)_{ij}=\sum_{S,l}e^{-2\pi iSk/N}(M_k)_{il}K_{Sl,0j}=(M_kK_k)_{ij}.
\]

**The residual separates.** Let \(F=B+AT+TA+TBT\). The Fourier sum is linear and takes products to block products, so \(F_k=B_k+A_kT_k+T_kA_k+T_kB_kT_k\). If \(F=0\), every \(F_k\) vanishes. Conversely, \(F\) is block-circulant, and Fourier inversion gives

\[
F_{Si,S'j}=F_{(S-S')i,0j}=\frac1N\sum_k e^{2\pi i(S-S')k/N}(F_k)_{ij},
\]

so \(F=0\) if every \(F_k\) vanishes.

**The trace.** Put \(M=BT\), so that \(M_k=B_kT_k\). Since \(\sum_k e^{-2\pi iRk/N}\) is \(N\) for \(R=0\) and zero otherwise,

\[
\sum_k\operatorname{Tr}M_k=N\sum_i M_{0i,0i}=\sum_{S,i}M_{Si,Si}=\operatorname{Tr}M.
\]

**Reassembly.** Given a solution \(t_k\) at each \(k\), set \(T_{Si,S'j}=\frac1N\sum_k e^{2\pi i(S-S')k/N}(t_k)_{ij}\). This \(T\) is block-circulant with blocks \(t_k\), so it solves the supercell equation, and inversion makes it the only block-circulant matrix with those blocks.

## The Lean file

```lean
import Mathlib

open Matrix

namespace PeriodicRingDoubles

noncomputable section

variable {N : ℕ} {ι : Type*}

/-- A supercell matrix is block-circulant if it is unchanged when both cells are translated
by the same lattice vector. -/
def IsBlockCirculant (M : Matrix (ZMod N × ι) (ZMod N × ι) ℂ) : Prop :=
  ∀ (R S S' : ZMod N) (i j : ι), M (S + R, i) (S' + R, j) = M (S, i) (S', j)

/-- The Fourier block at momentum transfer `k`: the phase-weighted sum over cells `R` of the blocks
coupling cell `R` to the home cell. -/
def fourierBlock [NeZero N] (M : Matrix (ZMod N × ι) (ZMod N × ι) ℂ) (k : ZMod N) :
    Matrix ι ι ℂ :=
  Matrix.of fun i j => ∑ R : ZMod N, ZMod.stdAddChar (-(R * k)) * M (R, i) (0, j)

/-- The left-hand side `B + AT + TA + TBT` of the ring doubles equation. -/
def doublesResidual {n : Type*} [Fintype n] (A B T : Matrix n n ℂ) : Matrix n n ℂ :=
  B + A * T + T * A + T * B * T

/-- The sum of two block-circulant matrices is block-circulant. -/
theorem IsBlockCirculant.add {M K : Matrix (ZMod N × ι) (ZMod N × ι) ℂ}
    (hM : IsBlockCirculant M) (hK : IsBlockCirculant K) : IsBlockCirculant (M + K) := by
  intro R S S' i j
  rw [Matrix.add_apply, Matrix.add_apply, hM R S S' i j, hK R S S' i j]

variable [NeZero N] [Fintype ι]

/-- The product of two block-circulant matrices is block-circulant. -/
theorem IsBlockCirculant.mul {M K : Matrix (ZMod N × ι) (ZMod N × ι) ℂ}
    (hM : IsBlockCirculant M) (hK : IsBlockCirculant K) : IsBlockCirculant (M * K) := by
  intro R S S' i j
  simp only [Matrix.mul_apply, Fintype.sum_prod_type]
  -- translate the intermediate cell along with the outer ones
  refine (Equiv.sum_comp (Equiv.addRight R) _).symm.trans ?_
  refine Finset.sum_congr rfl fun x _ => Finset.sum_congr rfl fun l _ => ?_
  show M (S + R, i) (x + R, l) * K (x + R, l) (S' + R, j) = _
  rw [hM R S x i l, hK R x S' l j]

/-- If the left factor is block-circulant, the Fourier block of a product is the product of
the Fourier blocks. -/
theorem fourierBlock_mul {M : Matrix (ZMod N × ι) (ZMod N × ι) ℂ} (hM : IsBlockCirculant M)
    (K : Matrix (ZMod N × ι) (ZMod N × ι) ℂ) (k : ZMod N) :
    fourierBlock (M * K) k = fourierBlock M k * fourierBlock K k := by
  ext i j
  simp only [fourierBlock, Matrix.of_apply, Matrix.mul_apply, Fintype.sum_prod_type]
  -- moving the column cell from `0` to `S` costs one Bloch phase
  have key : ∀ (S : ZMod N) (l : ι),
      ∑ R : ZMod N, ZMod.stdAddChar (-(R * k)) * M (R, i) (S, l) =
        ZMod.stdAddChar (-(S * k)) *
          ∑ R : ZMod N, ZMod.stdAddChar (-(R * k)) * M (R, i) (0, l) := by
    intro S l
    refine (Equiv.sum_comp (Equiv.addRight S) _).symm.trans ?_
    rw [Finset.mul_sum]
    refine Finset.sum_congr rfl fun R _ => ?_
    show ZMod.stdAddChar (-((R + S) * k)) * M (R + S, i) (S, l) = _
    have h := hM S R 0 i l
    rw [zero_add] at h
    rw [h, show -((R + S) * k) = -(S * k) + -(R * k) by ring, AddChar.map_add_eq_mul]
    ring
  trans ∑ S : ZMod N, ∑ l : ι,
      (∑ R : ZMod N, ZMod.stdAddChar (-(R * k)) * M (R, i) (S, l)) * K (S, l) (0, j)
  · simp only [Finset.mul_sum, Finset.sum_mul]
    refine Finset.sum_comm.trans (Finset.sum_congr rfl fun S _ => ?_)
    refine Finset.sum_comm.trans (Finset.sum_congr rfl fun l _ => ?_)
    exact Finset.sum_congr rfl fun R _ => by ring
  · refine Finset.sum_comm.trans (Finset.sum_congr rfl fun l _ => ?_)
    rw [Finset.mul_sum]
    refine Finset.sum_congr rfl fun S _ => ?_
    rw [key S l]
    ring

/-- For block-circulant `A`, `B`, `T`, the Fourier block of the supercell doubles residual is the
doubles residual of the Fourier blocks at the same `k`. -/
theorem fourierBlock_doublesResidual {A B T : Matrix (ZMod N × ι) (ZMod N × ι) ℂ}
    (hA : IsBlockCirculant A) (hB : IsBlockCirculant B) (hT : IsBlockCirculant T)
    (k : ZMod N) :
    fourierBlock (doublesResidual A B T) k =
      doublesResidual (fourierBlock A k) (fourierBlock B k) (fourierBlock T k) := by
  have hadd : ∀ X Y : Matrix (ZMod N × ι) (ZMod N × ι) ℂ,
      fourierBlock (X + Y) k = fourierBlock X k + fourierBlock Y k := by
    intro X Y
    ext i j
    simp [fourierBlock, mul_add, Finset.sum_add_distrib]
  unfold doublesResidual
  rw [hadd, hadd, hadd, fourierBlock_mul hA T, fourierBlock_mul hT A,
    fourierBlock_mul (hT.mul hB) T, fourierBlock_mul hT B]

omit [Fintype ι] in
/-- Two block-circulant matrices with the same Fourier block at every `k` are equal. -/
theorem eq_of_fourierBlock_eq {M K : Matrix (ZMod N × ι) (ZMod N × ι) ℂ}
    (hM : IsBlockCirculant M) (hK : IsBlockCirculant K)
    (h : ∀ k, fourierBlock M k = fourierBlock K k) : M = K := by
  -- the discrete Fourier transform is injective on each column of blocks
  have h0 : ∀ i j, (fun R : ZMod N => M (R, i) (0, j)) = fun R => K (R, i) (0, j) := by
    intro i j
    apply (ZMod.dft (N := N) (E := ℂ)).injective
    refine funext fun k => ?_
    have hk := congrArg (fun X : Matrix ι ι ℂ => X i j) (h k)
    simpa only [fourierBlock, Matrix.of_apply, ZMod.dft_apply, smul_eq_mul] using hk
  ext ⟨S, i⟩ ⟨S', j⟩
  have a := hM S' (S - S') 0 i j
  have b := hK S' (S - S') 0 i j
  rw [sub_add_cancel, zero_add] at a b
  rw [a, b]
  exact congrFun (h0 i j) (S - S')

/-- For block-circulant `A`, `B`, `T` the supercell doubles equation holds exactly when it
holds for the Fourier blocks at every `k`, and `Tr(BT)` is the sum over `k` of the traces of
the block products. -/
theorem supercell_doubles_iff {A B T : Matrix (ZMod N × ι) (ZMod N × ι) ℂ}
    (hA : IsBlockCirculant A) (hB : IsBlockCirculant B) (hT : IsBlockCirculant T) :
    (doublesResidual A B T = 0 ↔
      ∀ k, doublesResidual (fourierBlock A k) (fourierBlock B k) (fourierBlock T k) = 0) ∧
    (B * T).trace = ∑ k, (fourierBlock B k * fourierBlock T k).trace := by
  have hzero : ∀ k, fourierBlock (0 : Matrix (ZMod N × ι) (ZMod N × ι) ℂ) k = 0 := by
    intro k
    ext i j
    simp [fourierBlock]
  refine ⟨⟨fun h k => ?_, fun h => ?_⟩, ?_⟩
  · rw [← fourierBlock_doublesResidual hA hB hT, h, hzero]
  · have hR : IsBlockCirculant (doublesResidual A B T) :=
      ((hB.add (hA.mul hT)).add (hT.mul hA)).add ((hT.mul hB).mul hT)
    refine eq_of_fourierBlock_eq hR (fun _ _ _ _ _ => rfl) fun k => ?_
    rw [fourierBlock_doublesResidual hA hB hT, h k, hzero]
  · simp only [← fourierBlock_mul hB]
    have hBT := hB.mul hT
    generalize B * T = M at hBT ⊢
    simp only [Matrix.trace, Matrix.diag_apply, Fintype.sum_prod_type]
    refine Finset.sum_comm.trans (Eq.trans ?_ Finset.sum_comm)
    refine Finset.sum_congr rfl fun i _ => ?_
    -- summing over all `k` isolates the home-cell block
    have hinv : ∑ k, fourierBlock M k i i = (N : ℂ) * M (0, i) (0, i) := by
      have h2 := congrFun (ZMod.dft_dft (fun R : ZMod N => M (R, i) (0, i))) 0
      rw [ZMod.dft_apply_zero] at h2
      simpa only [fourierBlock, Matrix.of_apply, ZMod.dft_apply, smul_eq_mul, neg_zero] using h2
    have d : ∀ S : ZMod N, M (S, i) (S, i) = M (0, i) (0, i) := fun S => by
      have h := hBT S 0 0 i i
      rwa [zero_add] at h
    rw [hinv, Finset.sum_congr rfl fun S _ => d S, Finset.sum_const, Finset.card_univ,
      ZMod.card, nsmul_eq_mul]

/-- For block-circulant `A` and `B`, any choice of one solution `t k` of the doubles equation at
each `k` is the set of Fourier blocks of exactly one block-circulant solution of the supercell
equation. -/
theorem existsUnique_supercell_solution {A B : Matrix (ZMod N × ι) (ZMod N × ι) ℂ}
    (hA : IsBlockCirculant A) (hB : IsBlockCirculant B) (t : ZMod N → Matrix ι ι ℂ)
    (ht : ∀ k, doublesResidual (fourierBlock A k) (fourierBlock B k) (t k) = 0) :
    ∃! T : Matrix (ZMod N × ι) (ZMod N × ι) ℂ,
      IsBlockCirculant T ∧ (∀ k, fourierBlock T k = t k) ∧ doublesResidual A B T = 0 := by
  -- build the amplitude by the inverse Fourier transform
  obtain ⟨T, hT, hTk⟩ : ∃ T : Matrix (ZMod N × ι) (ZMod N × ι) ℂ,
      IsBlockCirculant T ∧ ∀ k, fourierBlock T k = t k := by
    refine ⟨Matrix.of fun p q =>
      (ZMod.dft (N := N) (E := ℂ)).symm (fun k => t k p.2 q.2) (p.1 - q.1), ?_, ?_⟩
    · intro R S S' i j
      simp only [Matrix.of_apply, add_sub_add_right_eq_sub]
    · intro k
      ext i j
      have h := congrFun
        ((ZMod.dft (N := N) (E := ℂ)).apply_symm_apply (fun k => t k i j)) k
      rw [ZMod.dft_apply] at h
      simpa only [fourierBlock, Matrix.of_apply, sub_zero, smul_eq_mul] using h
  refine ⟨T, ⟨hT, hTk, (supercell_doubles_iff hA hB hT).1.2 fun k => ?_⟩, fun T' h' => ?_⟩
  · rw [hTk]
    exact ht k
  · exact eq_of_fourierBlock_eq h'.1 hT fun k => (h'.2.1 k).trans (hTk k).symm

variable [DecidableEq ι]

/-- The matrix that moves every label to the next cell. -/
def cellShift (N : ℕ) (ι : Type*) [DecidableEq ι] : Matrix (ZMod N × ι) (ZMod N × ι) ℂ :=
  Matrix.of fun p q => if p.1 = q.1 + 1 ∧ p.2 = q.2 then 1 else 0

/-- With `X` the cell shift, `A = 1 + X²`, `B = -2X` and `T = X` are block-circulant and solve
the doubles equation. -/
theorem supercell_doubles_witness :
    IsBlockCirculant (1 + cellShift N ι * cellShift N ι) ∧
    IsBlockCirculant (-(cellShift N ι + cellShift N ι)) ∧
    IsBlockCirculant (cellShift N ι) ∧
    doublesResidual (1 + cellShift N ι * cellShift N ι)
      (-(cellShift N ι + cellShift N ι)) (cellShift N ι) = 0 := by
  have hX : IsBlockCirculant (cellShift N ι) := by
    intro R S S' i j
    have h : S + R = S' + R + 1 ↔ S = S' + 1 := by
      rw [add_right_comm S' R 1]
      exact add_left_inj R
    simp only [cellShift, Matrix.of_apply, h]
  have h1 : IsBlockCirculant (1 : Matrix (ZMod N × ι) (ZMod N × ι) ℂ) := by
    intro R S S' i j
    simp [Matrix.one_apply]
  refine ⟨h1.add (hX.mul hX), fun R S S' i j => ?_, hX, ?_⟩
  · rw [Matrix.neg_apply, Matrix.neg_apply, (hX.add hX) R S S' i j]
  · unfold doublesResidual
    noncomm_ring

/-- A diagonal amplitude equal to `-2` in the home cell and `-1/2` in all other cells. -/
def brokenAmplitude (N : ℕ) (ι : Type*) [DecidableEq ι] :
    Matrix (ZMod N × ι) (ZMod N × ι) ℂ :=
  Matrix.diagonal fun p => if p.1 = 0 then -2 else -1 / 2

/-- For more than one cell and at least one label, the doubles equation with `A = 5/4` and `B = 1`
(multiples of the identity) has a solution that is not block-circulant. -/
theorem symmetry_broken_solution [Nonempty ι] (hN : 1 < N) :
    doublesResidual ((5 / 4 : ℂ) • (1 : Matrix (ZMod N × ι) (ZMod N × ι) ℂ)) 1
      (brokenAmplitude N ι) = 0 ∧ ¬ IsBlockCirculant (brokenAmplitude N ι) := by
  constructor
  · simp only [doublesResidual, brokenAmplitude, Matrix.smul_mul, Matrix.mul_smul, one_mul,
      mul_one, Matrix.diagonal_mul_diagonal]
    ext p q
    by_cases h : p = q
    · subst h
      -- both `-2` and `-1/2` are roots of `1 + (5/2) t + t²`
      by_cases h0 : p.1 = 0 <;> simp [h0] <;> norm_num
    · simp [h]
  · intro h
    have : Fact (1 < N) := ⟨hN⟩
    obtain ⟨i⟩ := ‹Nonempty ι›
    have h1 := h 1 0 0 i i
    have hne : (1 : ZMod N) ≠ 0 := one_ne_zero
    rw [zero_add] at h1
    simp only [brokenAmplitude, Matrix.diagonal_apply_eq, if_neg hne, if_true] at h1
    norm_num at h1

end

end PeriodicRingDoubles
```

```lean
#print axioms PeriodicRingDoubles.supercell_doubles_iff
#print axioms PeriodicRingDoubles.existsUnique_supercell_solution
#print axioms PeriodicRingDoubles.symmetry_broken_solution
```

```
'PeriodicRingDoubles.supercell_doubles_iff' depends on axioms: [propext, Classical.choice, Quot.sound]
'PeriodicRingDoubles.existsUnique_supercell_solution' depends on axioms: [propext, Classical.choice, Quot.sound]
'PeriodicRingDoubles.symmetry_broken_solution' depends on axioms: [propext, Classical.choice, Quot.sound]
```

## Symmetry assumed, branches left open

The index type `ZMod N × ι` is cell times pair label, with `ι` any finite type and `NeZero N` requiring at least one cell. `IsBlockCirculant` is the translation condition, and `fourierBlock` is the unnormalised sum above, with `ZMod.stdAddChar` supplying the phase. The same function `doublesResidual` serves the supercell and the blocks, so both sides of the equivalence in `supercell_doubles_iff` use one equation.

The proof follows the derivation. In `fourierBlock_mul`, `key` is the column shift, carried out by reindexing with `Equiv.addRight`; `Finset.sum_comm` then reorders the sums. `fourierBlock_doublesResidual` applies this term by term. `eq_of_fourierBlock_eq` uses injectivity of Mathlib's discrete Fourier transform in place of the explicit inversion formula. For the trace, `hinv` obtains the factor \(N\) from `ZMod.dft_dft`, which transforms twice, evaluated at the home cell.

`existsUnique_supercell_solution` is the reassembly step, and it carries a warning. The equation is quadratic and can have several roots at each \(k\). Any combination of them yields an exact supercell solution, so a vanishing residual does not show that each block is on the physical branch.

The symmetry of \(T\) is a hypothesis, and `symmetry_broken_solution` shows that it does not follow from the symmetry of \(A\) and \(B\). With \(A=\tfrac54\), \(B=1\) and a diagonal \(T\), each diagonal entry \(t\) of \(T\) obeys \(1+\tfrac52t+t^2=0\), with roots \(-2\) and \(-\tfrac12\). Using \(-2\) in the home cell and \(-\tfrac12\) elsewhere breaks translation invariance whenever \(N>1\) and there is at least one label. An unconstrained supercell solver can therefore meet solutions that a k-space code never represents.

`supercell_doubles_witness` gives a translation-invariant solution, which couples different cells when \(N>1\) and there is at least one label: with \(X\) the shift to the next cell, \(A=1+X^2\), \(B=-2X\) and \(T=X\). `noncomm_ring` checks the cancellation. This is an algebraic example, and its \(A\) is in general not Hermitian.

The lattice is a single cyclic direction, not a general three-dimensional mesh. The equation has no complex conjugates, which is the form for real supercell orbitals, although the matrices may be complex. The theorems concern exact solutions at fixed \(N\); they do not address convergence of an iterative solver, the limit of large \(N\), or the doubles terms beyond the ring form.
